# Two finite orthonormal orbital sets with overlap matrix $M$ share a space of dimension $\dim\ker(1 - M^\dagger M)$

Self-consistent-field theory can present two sets of occupied orbitals in the same one-electron space: the occupied orbitals of two different solutions, say, or the spatial parts of the $\alpha$ and $\beta$ orbitals of a single unrestricted determinant. Each set is orthonormal within itself, but the two sets overlap one another. Up to a phase, a Slater determinant depends only on the span of its occupied orbitals, so each set may be mixed unitarily within itself, and comparing orbitals one at a time does not settle how much the two sets have in common. One question that is unaffected by such mixing is how many independent orbitals lie in both spans. For finite orthonormal families $a_i$ and $b_j$ with $M_{ij} = \langle a_i, b_j\rangle$, that number is the dimension of the kernel of $D = 1 - M^\dagger M$.

## The space, the families and the two matrices

```lean
import Mathlib

open Matrix Module
open scoped InnerProductSpace

namespace SharedOrbitals

noncomputable section

variable {E : Type*} [NormedAddCommGroup E] [InnerProductSpace ℂ E]
variable {m n : Type*} [Fintype m] [Fintype n]
```

`E` is the one-electron space: a complex vector space with an inner product and the norm that goes with it. It may have finite or infinite dimension, and completeness is not assumed. The inner product `⟪x, y⟫_ℂ` is conjugate-linear in its first slot and linear in its second, the same convention as $\langle x | y\rangle$. The letters `m` and `n` are finite index sets, not numbers. Their sizes are written $N_a$ and $N_b$ below; they may differ, and either may be zero.

```lean
/-- The overlap matrix `M_ij = ⟨a_i, b_j⟩` between two orbital families. -/
def overlap (a : m → E) (b : n → E) : Matrix m n ℂ :=
  Matrix.of fun i j => ⟪a i, b j⟫_ℂ
```

A family of orbitals is a function from an index set into `E`, so `a i` is $a_i$. The matrix `overlap a b` is $M$, with $N_a$ rows and $N_b$ columns.

```lean
/-- The matrix `1 - Mᴴ M` built from the overlap matrix `M`. -/
def defect [DecidableEq n] (a : m → E) (b : n → E) : Matrix n n ℂ :=
  1 - (overlap a b)ᴴ * overlap a b
```

The superscript `ᴴ` is the conjugate transpose, so `defect a b` is the $N_b \times N_b$ matrix $D = 1 - M^\dagger M$. It acts on coefficient vectors for the family $b$.

```lean
/-- The space spanned by an orbital family. -/
def space (a : m → E) : Submodule ℂ E :=
  Submodule.span ℂ (Set.range a)
```

`space a` is $A = \operatorname{span}\{a_i\}$, the set of all complex combinations of the $a_i$. Applied to the other family, the same definition gives $B = \operatorname{span}\{b_j\}$.

```lean
/-- The linear map sending coefficients `c` to the orbital `∑ c_j b_j`. -/
def comb (b : n → E) : (n → ℂ) →ₗ[ℂ] E where
  toFun c := ∑ j, c j • b j
  map_add' := by
    intros
    simp [add_smul, Finset.sum_add_distrib]
  map_smul' := by
    intros
    simp [Finset.smul_sum, smul_smul]
```

`comb b` sends a coefficient vector $c \in \mathbb{C}^{N_b}$ to the orbital $x = \sum_j c_j b_j$. The arrow `→ₗ[ℂ]` declares the map complex-linear, and the two short proofs confirm additivity and scaling. Linearity is what later allows a subspace of coefficients to be carried to a subspace of orbitals.

```lean
/-- The vector `P x = ∑ ⟨a_i, x⟩ a_i` built from `x` and the family `a`. -/
def proj (a : m → E) (x : E) : E :=
  ∑ i, ⟪a i, x⟫_ℂ • a i
```

`proj a x` is $Px = \sum_i \langle a_i, x\rangle a_i$, that is $P = \sum_i |a_i\rangle\langle a_i|$. The definition accepts any family; it behaves as the orthogonal projector on $A$ when the $a_i$ are orthonormal, and that condition enters in the theorems.

## Membership in $A$ and the residual $x - Px$

```lean
/-- For orthonormal `a`, a vector is fixed by `P` exactly when it lies in the span of `a`. -/
theorem proj_eq_self_iff {a : m → E} (ha : Orthonormal ℂ a) (x : E) :
    proj a x = x ↔ x ∈ space a := by
  rw [space, Submodule.mem_span_range_iff_exists_fun]
  constructor
  · intro h
    exact ⟨fun i => ⟪a i, x⟫_ℂ, h⟩
  · rintro ⟨c, rfl⟩
    unfold proj
    exact Finset.sum_congr rfl fun i _ => by rw [ha.inner_right_fintype]
```

The hypothesis `ha : Orthonormal ℂ a` says $\langle a_i, a_k\rangle = \delta_{ik}$. It stands for the orthonormality that the molecular orbitals of one set have among themselves, and it is assumed, not derived from any Hamiltonian. The claim is $Px = x \iff x \in A$.

If $Px = x$, then $x$ is a combination of the $a_i$ with coefficients $\langle a_i, x\rangle$. Conversely, if $x = \sum_k c_k a_k$, then $\langle a_i, x\rangle = \sum_k c_k \delta_{ik} = c_i$, and $Px = \sum_i c_i a_i = x$. In Lean the first `rw` restates membership in the span as the existence of coefficients, and `constructor` separates the two directions. `rintro ⟨c, rfl⟩` substitutes the sum for $x$, and `ha.inner_right_fintype` is the identity $\langle a_i, \sum_k c_k a_k\rangle = c_i$.

```lean
variable [DecidableEq n]

/-- For orthonormal `b` and `x = ∑ c_j b_j`, the component `j` of `(1 - Mᴴ M) c` is the
overlap of `b_j` with the residual `x - P x`. -/
theorem defect_mulVec (a : m → E) {b : n → E} (hb : Orthonormal ℂ b) (c : n → ℂ) (j : n) :
    (defect a b *ᵥ c) j = ⟪b j, comb b c - proj a (comb b c)⟫_ℂ := by
  -- `M c` holds the overlaps `⟨a_i, x⟩`
  have h1 : ∀ i, (overlap a b *ᵥ c) i = ⟪a i, comb b c⟫_ℂ := by
    intro i
    show ∑ k, ⟪a i, b k⟫_ℂ * c k = ⟪a i, ∑ k, c k • b k⟫_ℂ
    rw [inner_sum]
    exact Finset.sum_congr rfl fun k _ => by rw [inner_smul_right, mul_comm]
  have h2 : ⟪b j, comb b c⟫_ℂ = c j := hb.inner_right_fintype c j
  have h3 : ((overlap a b)ᴴ *ᵥ (overlap a b *ᵥ c)) j = ⟪b j, proj a (comb b c)⟫_ℂ := by
    show ∑ i, star ⟪a i, b j⟫_ℂ * (overlap a b *ᵥ c) i
      = ⟪b j, ∑ i, ⟪a i, comb b c⟫_ℂ • a i⟫_ℂ
    rw [inner_sum]
    refine Finset.sum_congr rfl fun i _ => ?_
    have e : star ⟪a i, b j⟫_ℂ = ⟪b j, a i⟫_ℂ := inner_conj_symm _ _
    rw [e, inner_smul_right, h1, mul_comm]
  rw [defect, Matrix.sub_mulVec, Matrix.one_mulVec, ← Matrix.mulVec_mulVec, inner_sub_right,
    Pi.sub_apply, h2, h3]
```

Here `*ᵥ` is the matrix–vector product. With $x = \sum_k c_k b_k$ and residual $r = x - Px$, the statement is $(Dc)_j = \langle b_j, r\rangle$ for every $j$. Only $b$ is required to be orthonormal. Three identities give it:

$$(Mc)_i = \sum_k \langle a_i, b_k\rangle c_k = \langle a_i, x\rangle, \qquad \langle b_j, x\rangle = c_j,$$

$$(M^\dagger M c)_j = \sum_i \overline{\langle a_i, b_j\rangle}\,\langle a_i, x\rangle = \sum_i \langle b_j, a_i\rangle\langle a_i, x\rangle = \langle b_j, Px\rangle .$$

Subtracting, $(Dc)_j = c_j - (M^\dagger M c)_j = \langle b_j, x\rangle - \langle b_j, Px\rangle = \langle b_j, r\rangle$. The three identities are `h1`, `h2` and `h3` in this order. Each `show` spells a product out as a sum, `inner_sum` moves the sum through the inner product, `inner_conj_symm` swaps the slots under conjugation, and the last `rw` performs the subtraction.

```lean
/-- For orthonormal `a` and `b`, the quadratic form `c† (1 - Mᴴ M) c` is the squared norm of the
residual `x - P x` of `x = ∑ c_j b_j`. -/
theorem defect_quadratic_form {a : m → E} {b : n → E} (ha : Orthonormal ℂ a)
    (hb : Orthonormal ℂ b) (c : n → ℂ) :
    star c ⬝ᵥ (defect a b *ᵥ c) = (‖comb b c - proj a (comb b c)‖ : ℂ) ^ 2 := by
  obtain ⟨r, hr⟩ : ∃ r, r = comb b c - proj a (comb b c) := ⟨_, rfl⟩
  -- the residual is orthogonal to every `a_i`, hence to `P x`
  have h1 : ∀ i, ⟪a i, r⟫_ℂ = 0 := by
    intro i
    have h : ⟪a i, proj a (comb b c)⟫_ℂ = ⟪a i, comb b c⟫_ℂ :=
      ha.inner_right_fintype (fun k => ⟪a k, comb b c⟫_ℂ) i
    rw [hr, inner_sub_right, h, sub_self]
  have h2 : ⟪proj a (comb b c), r⟫_ℂ = 0 := by
    rw [proj, sum_inner]
    exact Finset.sum_eq_zero fun i _ => by rw [inner_smul_left, h1, mul_zero]
  have h3 : star c ⬝ᵥ (defect a b *ᵥ c) = ⟪comb b c, r⟫_ℂ := by
    show ∑ j, star (c j) * (defect a b *ᵥ c) j = ⟪∑ j, c j • b j, r⟫_ℂ
    rw [sum_inner]
    refine Finset.sum_congr rfl fun j _ => ?_
    rw [defect_mulVec a hb, ← hr, inner_smul_left]
    rfl
  have h4 : ⟪comb b c - proj a (comb b c), r⟫_ℂ = ⟪comb b c, r⟫_ℂ := by
    rw [inner_sub_left, h2, sub_zero]
  have h5 : ⟪r, r⟫_ℂ = (‖r‖ : ℂ) ^ 2 := inner_self_eq_norm_sq_to_K r
  rw [h3, ← h4, ← hr, h5]
```

`star c ⬝ᵥ` conjugates $c$ and forms the plain sum of products, so the left side is $c^\dagger D c$. The statement is $c^\dagger D c = \|r\|^2$, with the real norm regarded as a complex number. Both families are now orthonormal, and nothing is assumed about their mutual overlaps. The vector $c$ need not be normalised.

First, $\langle a_i, Px\rangle = \langle a_i, x\rangle$ by orthonormality of $a$, so $\langle a_i, r\rangle = 0$ for all $i$ (`h1`). Since $Px$ is a combination of the $a_i$, also $\langle Px, r\rangle = 0$ (`h2`). The previous theorem gives

$$c^\dagger D c = \sum_j \overline{c_j}\,\langle b_j, r\rangle = \langle x, r\rangle \quad (\texttt{h3}),$$

and $\langle x, r\rangle = \langle x - Px, r\rangle = \langle r, r\rangle = \|r\|^2$ (`h4`, `h5`). The opening `obtain` only gives the residual the name `r`. For a normalised $c$, and hence a normalised orbital $x$, the number $c^\dagger D c$ is the weight of $x$ outside $A$.

```lean
/-- For orthonormal `a` and `b`, the coefficients `c` are annihilated by `1 - Mᴴ M` exactly when `∑
c_j b_j` lies in the span of `a`. -/
theorem defect_mulVec_eq_zero_iff {a : m → E} {b : n → E} (ha : Orthonormal ℂ a)
    (hb : Orthonormal ℂ b) (c : n → ℂ) :
    defect a b *ᵥ c = 0 ↔ comb b c ∈ space a := by
  rw [← proj_eq_self_iff ha]
  constructor
  · intro h
    have h1 := defect_quadratic_form ha hb c
    rw [h, dotProduct_zero] at h1
    have h2 : (‖comb b c - proj a (comb b c)‖ : ℂ) = 0 :=
      (pow_eq_zero_iff two_ne_zero).1 h1.symm
    have h3 : ‖comb b c - proj a (comb b c)‖ = 0 := by exact_mod_cast h2
    exact (sub_eq_zero.1 (norm_eq_zero.1 h3)).symm
  · intro h
    funext j
    rw [defect_mulVec a hb, h, sub_self, inner_zero_right, Pi.zero_apply]
```

In words: $Dc = 0$ exactly when $x = \sum_j c_j b_j$ lies in $A$. The first line replaces "$x \in A$" by "$Px = x$". If $Dc = 0$, then $\|r\|^2 = c^\dagger D c = 0$, so $r = 0$ and $Px = x$; the steps `h2` and `h3` pass from a vanishing complex square to a vanishing real norm. If $Px = x$, then $r = 0$, and each component $(Dc)_j = \langle b_j, 0\rangle$ vanishes; `funext j` checks the vector equation one component at a time. The forward direction goes through the quadratic form because $Dc = 0$ says directly only that $r$ is orthogonal to the $b_j$.

## Counting the shared orbitals

```lean
/-- For orthonormal `a` and `b`, the vectors `∑ c_j b_j` with `c` in the kernel of `1 - Mᴴ M` are
exactly the vectors common to the span of `a` and the span of `b`. -/
theorem map_ker_defect {a : m → E} {b : n → E} (ha : Orthonormal ℂ a) (hb : Orthonormal ℂ b) :
    (LinearMap.ker (defect a b).mulVecLin).map (comb b) = space a ⊓ space b := by
  ext x
  have hx : x ∈ space b ↔ ∃ c, comb b c = x := by
    rw [space, Submodule.mem_span_range_iff_exists_fun]
    exact Iff.rfl
  rw [Submodule.mem_map, Submodule.mem_inf, hx]
  constructor
  · rintro ⟨c, hc, rfl⟩
    exact ⟨(defect_mulVec_eq_zero_iff ha hb c).1 hc, c, rfl⟩
  · rintro ⟨h, c, rfl⟩
    exact ⟨c, (defect_mulVec_eq_zero_iff ha hb c).2 h, rfl⟩
```

`(defect a b).mulVecLin` is $D$ as the linear map $c \mapsto Dc$, `LinearMap.ker` is its kernel, `.map (comb b)` is the image of that kernel under $c \mapsto \sum_j c_j b_j$, and `⊓` is intersection of subspaces. The statement is an equality of subspaces of `E`:

$$\Big\{\sum_j c_j b_j \;:\; Dc = 0\Big\} = A \cap B .$$

Take a vector $x$. If $x = \sum_j c_j b_j$ with $Dc = 0$, it lies in $B$ by construction and in $A$ by the preceding equivalence. If $x \in A \cap B$, membership in $B$ supplies coefficients $c$, and membership in $A$ gives $Dc = 0$. The line `ext x` reduces equality of subspaces to this comparison, and `hx` states that $B$ consists of the values of `comb b`. The kernel vectors therefore deliver the shared orbitals themselves, in addition to their number.

```lean
/-- For orthonormal families `a` and `b` with overlap matrix `M`, the dimension of the
intersection of their spans equals the dimension of the kernel of `1 - Mᴴ M`. -/
theorem finrank_inf_eq_finrank_ker {a : m → E} {b : n → E} (ha : Orthonormal ℂ a)
    (hb : Orthonormal ℂ b) :
    finrank ℂ ↥(space a ⊓ space b) = finrank ℂ ↥(LinearMap.ker (defect a b).mulVecLin) := by
  -- the coefficients are recovered as `c_j = ⟨b_j, x⟩`
  have hinj : Function.Injective (comb b) := by
    intro c d h
    funext j
    have hc : ⟪b j, comb b c⟫_ℂ = c j := hb.inner_right_fintype c j
    have hd : ⟪b j, comb b d⟫_ℂ = d j := hb.inner_right_fintype d j
    rw [← hc, ← hd, h]
  rw [← map_ker_defect ha hb]
  exact (Submodule.equivMapOfInjective _ hinj _).finrank_eq.symm
```

This is the main result. `finrank ℂ` is the complex dimension, and `↥` treats a subspace as a vector space in its own right:

$$\dim(A \cap B) = \dim\ker(1 - M^\dagger M).$$

The remaining step is that distinct coefficient vectors give distinct orbitals. If $\sum_k c_k b_k = \sum_k d_k b_k$, the inner product with $b_j$ gives $c_j = d_j$ for each $j$; this is `hinj`. An injective linear map carries $\ker D$ isomorphically onto its image, which `Submodule.equivMapOfInjective` expresses, and the image is $A \cap B$. When the family $a$ is empty, $D = 1$ and both sides are zero; when $b$ is empty, both sides are again zero.

For single-determinant wave functions with finitely many orthonormal occupied orbitals, this dimension is the largest number of independent orbitals that can be taken as occupied in both determinants. The theorem counts exact coincidences only, and it does not cover families that are non-orthogonal within themselves, such as raw atomic orbitals.

```lean
/-- For orthonormal `a` and `b`, the two spans share a nonzero vector exactly when `det (1 - Mᴴ M) =
0`. -/
theorem exists_shared_iff_det_eq_zero {a : m → E} {b : n → E} (ha : Orthonormal ℂ a)
    (hb : Orthonormal ℂ b) :
    (∃ x, x ≠ 0 ∧ x ∈ space a ⊓ space b) ↔ (defect a b).det = 0 := by
  rw [← Matrix.exists_mulVec_eq_zero_iff, ← map_ker_defect ha hb]
  constructor
  · rintro ⟨x, hx, c, hc, rfl⟩
    refine ⟨c, ?_, hc⟩
    rintro rfl
    exact hx (map_zero _)
  · rintro ⟨c, hc, h⟩
    refine ⟨comb b c, fun h0 => hc ?_, c, h, rfl⟩
    funext j
    have hj : ⟪b j, comb b c⟫_ℂ = c j := hb.inner_right_fintype c j
    rw [← hj, h0, inner_zero_right, Pi.zero_apply]
```

A nonzero vector lies in both spans exactly when $\det D = 0$. A square matrix has zero determinant exactly when it annihilates some $c \neq 0$ (`Matrix.exists_mulVec_eq_zero_iff`), so it suffices to match nonzero vectors on the two sides. If $x = \sum_j c_j b_j \neq 0$, then $c \neq 0$, because $c = 0$ would give $x = 0$. If $c \neq 0$, then $x \neq 0$, because $x = 0$ would give $c_j = \langle b_j, x\rangle = 0$ for all $j$. The shared vector is not required to be normalised; dividing by its norm keeps it in both spans.

```lean
/-- For orthonormal `a` and `b`, the space spanned by both families together has dimension equal to
the number of orbitals `a_i` plus the rank of `1 - Mᴴ M`. -/
theorem finrank_sup_eq {a : m → E} {b : n → E} (ha : Orthonormal ℂ a) (hb : Orthonormal ℂ b) :
    finrank ℂ ↥(space a ⊔ space b) = Fintype.card m + (defect a b).rank := by
  have : Module.Finite ℂ ↥(space a) := Module.Finite.span_of_finite ℂ (Set.finite_range a)
  have : Module.Finite ℂ ↥(space b) := Module.Finite.span_of_finite ℂ (Set.finite_range b)
  have h1 := Submodule.finrank_sup_add_finrank_inf_eq (space a) (space b)
  have h2 : finrank ℂ ↥(space a) = Fintype.card m := finrank_span_eq_card ha.linearIndependent
  have h3 : finrank ℂ ↥(space b) = Fintype.card n := finrank_span_eq_card hb.linearIndependent
  have h4 : (defect a b).rank + finrank ℂ ↥(LinearMap.ker (defect a b).mulVecLin)
      = finrank ℂ (n → ℂ) := LinearMap.finrank_range_add_finrank_ker (defect a b).mulVecLin
  have h5 : finrank ℂ (n → ℂ) = Fintype.card n := by simp
  have h6 := finrank_inf_eq_finrank_ker ha hb
  omega
```

`⊔` is the sum $A + B$, the span of both families together, and `Fintype.card m` is $N_a$. The claim is $\dim(A + B) = N_a + \operatorname{rank} D$: appending the $b_j$ to the $a_i$ adds $\operatorname{rank} D$ independent functions. The ingredients are

$$\dim(A+B) + \dim(A\cap B) = \dim A + \dim B = N_a + N_b, \qquad \operatorname{rank} D + \dim\ker D = N_b .$$

The first uses the dimension formula for two subspaces (`h1`) and the linear independence of orthonormal families (`h2`, `h3`); the second is rank–nullity (`h4`, `h5`). With $\dim(A \cap B) = \dim\ker D$ (`h6`), eliminating gives $\dim(A+B) = N_a + N_b - \dim\ker D = N_a + \operatorname{rank} D$, and `omega` does this arithmetic on natural numbers. The first two lines record that $A$ and $B$ are finite-dimensional even when `E` is not.

## Two planes in $\mathbb{C}^3$

```lean
/-- The pair `(e₀, e₁)` in `ℂ³`. -/
def pairA : Fin 2 → EuclideanSpace ℂ (Fin 3) :=
  ![!₂[1, 0, 0], !₂[0, 1, 0]]
```

`EuclideanSpace ℂ (Fin 3)` is $\mathbb{C}^3$ with the standard inner product and unit vectors $e_0, e_1, e_2$; Lean counts from zero. This family is $a_0 = e_0$, $a_1 = e_1$.

```lean
/-- The pair `(e₀, (3 e₁ + 4 e₂) / 5)` in `ℂ³`. -/
def pairB : Fin 2 → EuclideanSpace ℂ (Fin 3) :=
  ![!₂[1, 0, 0], !₂[0, 3 / 5, 4 / 5]]
```

The second family is $b_0 = e_0$, $b_1 = \tfrac35 e_1 + \tfrac45 e_2$.

```lean
/-- Both pairs are orthonormal, with `M = diag (1, 3/5)` and `1 - Mᴴ M = diag (0, 16/25)`. -/
theorem shared_witness :
    Orthonormal ℂ pairA ∧ Orthonormal ℂ pairB ∧ overlap pairA pairB = !![1, 0; 0, 3 / 5] ∧
      defect pairA pairB = !![0, 0; 0, 16 / 25] := by
  have hM : overlap pairA pairB = !![1, 0; 0, 3 / 5] := by
    ext i j
    simp only [overlap, Matrix.of_apply, PiLp.inner_apply, Fin.sum_univ_three,
      RCLike.inner_apply]
    fin_cases i <;> fin_cases j <;> simp [pairA, pairB]
  refine ⟨?_, ?_, hM, ?_⟩
  · rw [orthonormal_iff_ite]
    intro i j
    simp only [PiLp.inner_apply, Fin.sum_univ_three, RCLike.inner_apply]
    fin_cases i <;> fin_cases j <;> simp [pairA]
  · rw [orthonormal_iff_ite]
    intro i j
    simp only [PiLp.inner_apply, Fin.sum_univ_three, RCLike.inner_apply]
    fin_cases i <;> fin_cases j <;> simp [pairB, map_ofNat]
    norm_num
  · rw [defect, hM]
    ext i j
    fin_cases i <;> fin_cases j <;>
      simp [Matrix.mul_apply, Fin.sum_univ_two, map_ofNat]
    norm_num

end

end SharedOrbitals
```

The theorem states four facts: both pairs are orthonormal, $M = \operatorname{diag}(1, \tfrac35)$, and $D = \operatorname{diag}(0, \tfrac{16}{25})$. By hand, $\|b_1\|^2 = \tfrac{9}{25} + \tfrac{16}{25} = 1$, $\langle a_1, b_1\rangle = \tfrac35$, the off-diagonal overlaps vanish, and $1 - \tfrac{9}{25} = \tfrac{16}{25}$. Lean runs through the four index pairs with `fin_cases` and evaluates each entry. Reading the matrix $D$ further, its kernel is the line through $c = (1, 0)$, which corresponds to the shared orbital $e_0$, and its rank is $1$, matching $\dim(A+B) = 2 + 1 = 3$. For $c = (0,1)$ the residual is $\tfrac45 e_2$, of squared norm $\tfrac{16}{25}$.

```lean
#print axioms SharedOrbitals.finrank_inf_eq_finrank_ker
#print axioms SharedOrbitals.exists_shared_iff_det_eq_zero
#print axioms SharedOrbitals.finrank_sup_eq
```

```
'SharedOrbitals.finrank_inf_eq_finrank_ker' depends on axioms: [propext, Classical.choice, Quot.sound]
'SharedOrbitals.exists_shared_iff_det_eq_zero' depends on axioms: [propext, Classical.choice, Quot.sound]
'SharedOrbitals.finrank_sup_eq' depends on axioms: [propext, Classical.choice, Quot.sound]
```

## Coefficient matrices, singular values and thresholds

The readings of the example just given and the remarks that follow are ordinary arguments, not statements of the file.

A formulation closer to a program would fix an atomic-orbital basis with positive definite overlap matrix $S$ and describe the two families by coefficient matrices $C_a$ and $C_b$ with $C_a^\dagger S C_a = 1$ and $C_b^\dagger S C_b = 1$. Then $M = C_a^\dagger S C_b$, and the two spaces become column spaces. That version would be a statement about matrices in finite dimension, with $S$ and its positivity among the hypotheses. The abstract `E` absorbs $S$ into the inner product and needs no common finite basis for the two families.

In a code one forms $M = C_a^\dagger S C_b$ and diagonalises $M^\dagger M$ or takes the singular value decomposition of $M$. A singular value $\sigma$ corresponds to the eigenvalue $1 - \sigma^2$ of $D$, so shared orbitals appear as $\sigma = 1$. In floating point this test needs a threshold, and the quadratic form says what the threshold measures: for a normalised eigenvector $c$ of $D$ with eigenvalue $\lambda$, the orbital $\sum_j c_j b_j$ has weight $\lambda$ outside $A$. The determinant is less informative numerically, since a product of many eigenvalues below one can be small while none of them is near zero.
